# A squared vibrational frequency with more than D-fold degeneracy in D dimensions survives a change of one atom's mass

The theorem `one_atom_surviving_mode` concerns harmonic vibrations of finitely many atoms, each with `D` displacement coordinates, governed by K u = s M u, where K is the force-constant matrix, M the diagonal mass matrix and s the squared frequency. K is any real matrix and the masses are any real numbers; neither symmetry nor positivity is assumed. If the solutions for a given s form a space of dimension greater than `D`, and no mass changes except perhaps that of atom `a`, then some nonzero u with atom `a` at rest solves the equation with the same s both before and after the change. The proof applies the more general `exists_surviving_mode` to the set of the `D` coordinates of atom `a`, and for this it must first show, as `hS`, that the masses agree on every coordinate outside that set.

The first attempt, which Lean rejects:

```lean
import Mathlib

open Matrix Module

namespace OneAtomSurvivingMode

variable {n : Type*} [Fintype n] [DecidableEq n]

/-- The space of displacement patterns `u` with `K u = s M u`, where `K` is the force-constant
matrix, `M` the diagonal matrix of the masses `m`, and `s` the squared frequency. -/
def modes (K : Matrix n n ℝ) (m : n → ℝ) (s : ℝ) : Submodule ℝ (n → ℝ) where
  carrier := {u | K *ᵥ u = s • (diagonal m *ᵥ u)}
  add_mem' := by
    intro u v hu hv
    rw [Set.mem_ofPred_eq] at *
    rw [Matrix.mulVec_add, Matrix.mulVec_add, hu, hv, smul_add]
  zero_mem' := by simp
  smul_mem' := by
    intro c u hu
    rw [Set.mem_ofPred_eq] at *
    rw [Matrix.mulVec_smul, Matrix.mulVec_smul, hu, smul_comm]

/-- The space of displacement patterns that vanish on every coordinate in `S`. -/
def atRest (S : Finset n) : Submodule ℝ (n → ℝ) where
  carrier := {u | ∀ i ∈ S, u i = 0}
  add_mem' := by
    intro u v hu hv i hi
    rw [Pi.add_apply, hu i hi, hv i hi, add_zero]
  zero_mem' := fun _ _ => rfl
  smul_mem' := by
    intro c u hu i hi
    rw [Pi.smul_apply, hu i hi, smul_zero]

/-- The equation of motion of a mode, written coordinate by coordinate. -/
theorem mem_modes_iff (K : Matrix n n ℝ) (m : n → ℝ) (s : ℝ) (u : n → ℝ) :
    u ∈ modes K m s ↔ ∀ i, (K *ᵥ u) i = s * (m i * u i) := by
  change K *ᵥ u = s • (diagonal m *ᵥ u) ↔ _
  rw [funext_iff]
  simp only [Pi.smul_apply, smul_eq_mul, Matrix.mulVec_diagonal]

/-- If two mass assignments agree outside `S`, they have the same modes at rest on `S`,
at each squared frequency `s`. -/
theorem modes_inf_atRest_eq (K : Matrix n n ℝ) (s : ℝ) {m m' : n → ℝ} {S : Finset n}
    (hS : ∀ i, i ∉ S → m i = m' i) :
    modes K m s ⊓ atRest S = modes K m' s ⊓ atRest S := by
  ext u
  simp only [Submodule.mem_inf, mem_modes_iff]
  refine and_congr_left fun hu => forall_congr' fun i => ?_
  have hu' : ∀ i ∈ S, u i = 0 := hu
  -- the inertial force is the same on every coordinate
  have h : m i * u i = m' i * u i := by
    by_cases hi : i ∈ S
    · rw [hu' i hi, mul_zero, mul_zero]
    · rw [hS i hi]
  rw [h]

omit [DecidableEq n] in
/-- Holding the coordinates in `S` at rest removes exactly `|S|` degrees of freedom. -/
theorem finrank_atRest (S : Finset n) :
    finrank ℝ (atRest S) + S.card = Fintype.card n := by
  let f := LinearMap.funLeft ℝ ℝ (Subtype.val : S → n)
  have hf : Function.Surjective f :=
    LinearMap.funLeft_surjective_of_injective ℝ ℝ _ Subtype.val_injective
  have hker : atRest S = LinearMap.ker f := by
    ext u
    rw [LinearMap.mem_ker]
    constructor
    · intro h
      have h' : ∀ i ∈ S, u i = 0 := h
      exact funext fun i => h' i i.2
    · intro h i hi
      exact congrFun h ⟨i, hi⟩
  have h := LinearMap.finrank_range_add_finrank_ker f
  rw [LinearMap.range_eq_top.2 hf, finrank_top] at h
  simp only [Module.finrank_fintype_fun_eq_card, Fintype.card_coe] at h
  rw [hker]
  omega

omit [DecidableEq n] in
/-- In any space `E` of displacement patterns, the patterns at rest on `S` form a subspace
whose dimension is smaller by at most `|S|`. -/
theorem finrank_le_inf_atRest_add (E : Submodule ℝ (n → ℝ)) (S : Finset n) :
    finrank ℝ E ≤ finrank ℝ (E ⊓ atRest S : Submodule ℝ (n → ℝ)) + S.card := by
  have h1 := Submodule.finrank_sup_add_finrank_inf_eq E (atRest S)
  have h2 := Submodule.finrank_le (E ⊔ atRest S)
  rw [Module.finrank_fintype_fun_eq_card] at h2
  have h3 := finrank_atRest S
  omega

/-- If the masses change only on `S` and the degeneracy of `s` exceeds `|S|`, then some nonzero
mode at rest on `S` solves the equation of motion with the same `s` before and after. -/
theorem exists_surviving_mode (K : Matrix n n ℝ) (s : ℝ) {m m' : n → ℝ} {S : Finset n}
    (hS : ∀ i, i ∉ S → m i = m' i) (hd : S.card < finrank ℝ (modes K m s)) :
    ∃ u : n → ℝ, u ≠ 0 ∧ u ∈ modes K m s ∧ u ∈ modes K m' s ∧ ∀ i ∈ S, u i = 0 := by
  have hne : modes K m s ⊓ atRest S ≠ ⊥ := by
    intro h
    have h1 := finrank_le_inf_atRest_add (modes K m s) S
    rw [h, finrank_bot] at h1
    omega
  obtain ⟨u, hu, hu0⟩ := Submodule.exists_mem_ne_zero_of_ne_bot hne
  have hu' := hu
  rw [modes_inf_atRest_eq K s hS] at hu'
  exact ⟨u, hu0, hu.1, hu'.1, hu.2⟩

/-- In a `D`-dimensional crystal let only atom `a` change its mass. If `s` is more than `D`-fold
degenerate, a nonzero mode with atom `a` at rest keeps its squared frequency `s`. -/
theorem one_atom_surviving_mode {A : Type*} [Fintype A] [DecidableEq A] {D : ℕ}
    (K : Matrix (A × Fin D) (A × Fin D) ℝ) (s : ℝ) {μ μ' : A → ℝ} (a : A)
    (hμ : ∀ b, b ≠ a → μ b = μ' b)
    (hd : D < finrank ℝ (modes K (fun p => μ p.1) s)) :
    ∃ u : A × Fin D → ℝ, u ≠ 0 ∧ u ∈ modes K (fun p => μ p.1) s ∧
      u ∈ modes K (fun p => μ' p.1) s ∧ ∀ k, u (a, k) = 0 := by
  have hS : ∀ p : A × Fin D, p ∉ ({a} : Finset A) ×ˢ (Finset.univ : Finset (Fin D)) →
      μ p.1 = μ' p.1 := fun p hp => hμ p.1 fun h => hp (by simp [h])
  obtain ⟨u, h0, h1, h2, h3⟩ := exists_surviving_mode K s
    (m := fun p => μ p.1) (m' := fun p => μ' p.1) hS (by simpa using hd)
  exact ⟨u, h0, h1, h2, fun k => h3 (a, k) (by simp)⟩

end OneAtomSurvivingMode
```

Compiling this gives:

```
Main.lean:114:56: error: unsolved goals
A : Type u_2
inst✝¹ : Fintype A
inst✝ : DecidableEq A
D : ℕ
K : Matrix (A × Fin D) (A × Fin D) ℝ
s : ℝ
μ μ' : A → ℝ
a : A
hμ : ∀ (b : A), b ≠ a → μ b = μ' b
hd : D < finrank ℝ ↥(modes K (fun p => μ p.1) s)
p : A × Fin D
hp : p ∉ {a} ×ˢ Finset.univ
h : p.1 = a
⊢ ∃ a_1, (a, a_1) = p
Main.lean:114:65: warning: This simp argument is unused:
  h

Hint: Omit it from the simp argument list.
  [apply] simp

Note: This linter can be disabled with `set_option linter.unusedSimpArgs false`
```

Cause. To prove `hS`, the attempt supposes `h : p.1 = a` and must contradict `hp` by showing that `p` lies in `{a} ×ˢ Finset.univ`. It leaves this to `simp [h]`.

The error shows what `simp` made of that goal: `∃ a_1, (a, a_1) = p`. It had rewritten the product with a singleton as the image of `Finset.univ` under pairing with `a`, so membership became the existence of a preimage, not a condition on each component. This goal is true, with `p.2` as the witness, but `simp` did not find it. Nor could `h` help as a rewrite rule, since `p.1` does not occur in the goal; hence the warning that `h` is unused.

The repair does without `simp` here. `Finset.mem_product.2` builds the membership from its two components: `Finset.mem_singleton.2 h` puts `p.1` in `{a}`, and `Finset.mem_univ _` puts `p.2` in `Finset.univ`.

This version goes through:

```diff
@@ -112,5 +112,6 @@
       u ∈ modes K (fun p => μ' p.1) s ∧ ∀ k, u (a, k) = 0 := by
   have hS : ∀ p : A × Fin D, p ∉ ({a} : Finset A) ×ˢ (Finset.univ : Finset (Fin D)) →
-      μ p.1 = μ' p.1 := fun p hp => hμ p.1 fun h => hp (by simp [h])
+      μ p.1 = μ' p.1 := fun p hp => hμ p.1 fun h =>
+    hp (Finset.mem_product.2 ⟨Finset.mem_singleton.2 h, Finset.mem_univ _⟩)
   obtain ⟨u, h0, h1, h2, h3⟩ := exists_surviving_mode K s
     (m := fun p => μ p.1) (m' := fun p => μ' p.1) hS (by simpa using hd)
```
